# Under a finite symmetry group, an invariant quadrature rule is exact for an invariant integral if it is exact on the invariant functions

Sobolev's theorem reduces the test of a symmetric quadrature rule to functions that have the full symmetry. In the Lean statement a finite group `G` acts on a set `X`, `W` is a linear space of real functions on `X` that the group maps into itself, and `I` is an invariant linear functional on `W`, such as an integral. The rule has finitely many nodes, which the group permutes, and real weights, which it preserves. The theorem says that the rule agrees with `I` on all of `W` if and only if it agrees with `I` on the invariant members of `W`. One direction is immediate; for the other, the attempt applies the hypothesis to the group average of `f`, since neither the rule nor `I` changes its value when `f` is replaced by that average.

Lean 4 with Mathlib refuses this proof:

```lean
import Mathlib

open Finset

namespace Sobolev

noncomputable section

variable {G X : Type*} [Group G] [MulAction G X]

/-- The function `f` seen after the symmetry operation `g`: `x ↦ f (g • x)`. -/
def rotate (g : G) : (X → ℝ) →ₗ[ℝ] (X → ℝ) where
  toFun f := fun x => f (g • x)
  map_add' _ _ := rfl
  map_smul' _ _ := rfl

/-- The quadrature rule with nodes `s` and weights `w`: `f ↦ ∑ w(x) f(x)`. -/
def rule (s : Finset X) (w : X → ℝ) : (X → ℝ) →ₗ[ℝ] ℝ where
  toFun f := ∑ x ∈ s, w x * f x
  map_add' f g := by simp [mul_add, Finset.sum_add_distrib]
  map_smul' r f := by simp [Finset.mul_sum, mul_left_comm]

/-- The group maps nodes to nodes and preserves their weights. -/
def InvariantRule (G : Type*) [Group G] [MulAction G X] (s : Finset X) (w : X → ℝ) : Prop :=
  ∀ g : G, ∀ x ∈ s, g • x ∈ s ∧ w (g • x) = w x

/-- The function space `W` is mapped into itself by every symmetry operation. -/
def Stable (G : Type*) [Group G] [MulAction G X] (W : Submodule ℝ (X → ℝ)) : Prop :=
  ∀ g : G, ∀ f ∈ W, rotate g f ∈ W

/-- The mean of `f` over all operations of a finite symmetry group. -/
def average (G : Type*) [Group G] [MulAction G X] [Fintype G] (f : X → ℝ) : X → ℝ :=
  (Fintype.card G : ℝ)⁻¹ • ∑ g : G, rotate g f

/-- An invariant rule gives the same value for a function and for its rotated copy. -/
theorem rule_rotate {s : Finset X} {w : X → ℝ} (hr : InvariantRule G s w)
    (g : G) (f : X → ℝ) : rule s w (rotate g f) = rule s w f := by
  change ∑ x ∈ s, w x * f (g • x) = ∑ x ∈ s, w x * f x
  -- relabel the nodes by `g`
  refine Finset.sum_nbij' (fun x => g • x) (fun x => g⁻¹ • x)
    (fun x hx => (hr g x hx).1) (fun x hx => (hr g⁻¹ x hx).1)
    (fun x _ => inv_smul_smul g x) (fun x _ => smul_inv_smul g x) ?_
  intro x hx
  rw [(hr g x hx).2]

variable [Fintype G]

/-- The group average of any function is invariant under the group. -/
theorem average_invariant (h : G) (f : X → ℝ) :
    rotate h (average G f) = average G f := by
  unfold average
  rw [map_smul, map_sum]
  congr 1
  exact Fintype.sum_equiv (Equiv.mulRight h) _ _
    (fun g => by ext x; simp [rotate, mul_smul])

/-- The group average of a member of a stable space lies in that space. -/
theorem average_mem {W : Submodule ℝ (X → ℝ)} (hW : Stable G W) {f : X → ℝ}
    (hf : f ∈ W) : average G f ∈ W :=
  W.smul_mem _ (W.sum_mem fun g _ => hW g f hf)

/-- An invariant rule gives the same value for a function and for its group average. -/
theorem rule_average {s : Finset X} {w : X → ℝ} (hr : InvariantRule G s w)
    (f : X → ℝ) : rule s w (average G f) = rule s w f := by
  have hc : (Fintype.card G : ℝ) ≠ 0 := Nat.cast_ne_zero.mpr Fintype.card_ne_zero
  unfold average
  rw [map_smul, map_sum]
  simp only [rule_rotate hr, Finset.sum_const, Finset.card_univ, nsmul_eq_mul, smul_eq_mul]
  exact inv_mul_cancel_left₀ hc _

/-- An invariant linear functional on a stable space gives the same value for a function
and for its group average. -/
theorem functional_average {W : Submodule ℝ (X → ℝ)} (hW : Stable G W) {I : W →ₗ[ℝ] ℝ}
    (hI : ∀ (g : G) (f : W), I ⟨rotate g f, hW g f f.2⟩ = I f) (f : W) :
    I ⟨average G f, average_mem hW f.2⟩ = I f := by
  have hc : (Fintype.card G : ℝ) ≠ 0 := Nat.cast_ne_zero.mpr Fintype.card_ne_zero
  have e : (⟨average G f, average_mem hW f.2⟩ : W) =
      (Fintype.card G : ℝ)⁻¹ • ∑ g : G, (⟨rotate g f, hW g f f.2⟩ : W) :=
    Subtype.ext (by simp [average])
  rw [e, map_smul, map_sum]
  simp only [hI, Finset.sum_const, Finset.card_univ, nsmul_eq_mul, smul_eq_mul]
  exact inv_mul_cancel_left₀ hc _

/-- **Sobolev's theorem.** For a finite group, a stable function space `W`, an invariant linear
functional `I` on `W` and an invariant rule, the rule is exact on `W` if and only if it is
exact on the invariant members of `W`. -/
theorem sobolev {W : Submodule ℝ (X → ℝ)} (hW : Stable G W) {I : W →ₗ[ℝ] ℝ}
    (hI : ∀ (g : G) (f : W), I ⟨rotate g f, hW g f f.2⟩ = I f)
    {s : Finset X} {w : X → ℝ} (hr : InvariantRule G s w) :
    (∀ f : W, rule s w f = I f) ↔
      ∀ f : W, (∀ g : G, rotate g (f : X → ℝ) = f) → rule s w f = I f := by
  refine ⟨fun h f _ => h f, fun h f => ?_⟩
  -- test the rule on the group average of `f`
  have key := h ⟨average G f, average_mem hW f.2⟩ (fun g => average_invariant g f)
  exact (rule_average hr f).symm.trans (key.trans (functional_average hW hI f))

end

end Sobolev
```

The error:

```
Main.lean:94:60: error: Type mismatch
  average_invariant g ?m.89
has type
  (rotate g) (average G ?m.89) = average G ?m.89
but is expected to have type
  (rotate g) ↑⟨average G ↑f, ⋯⟩ = ↑⟨average G ↑f, ⋯⟩
```

What went wrong. The error is in the proof that the group average is invariant. Here `f` is an element of the subspace `W`, that is, a function bundled with a proof of membership, while `average_invariant` takes a plain function. Lean must therefore insert the coercion `↑f`. But the set `X` is an implicit argument of the lemma, still undetermined when Lean reaches `f`, so the coercion is postponed and a placeholder, `?m.89` in the message, stands in its place. Lean then compares the lemma's statement with the expected one. That would require the placeholder to be `↑f`, but unification may not fill a placeholder reserved for a postponed coercion, and the types are reported as mismatched.

The repair writes `(f : X → ℝ)`, which names the target type, so the coercion is inserted at once. Both sides now speak of `average G ↑f`, up to the wrapping `↑⟨average G ↑f, ⋯⟩`, which Lean removes by computation. The line break is mere tidying.

The change, after which it compiles:

```diff
@@ -92,5 +92,6 @@
   refine ⟨fun h f _ => h f, fun h f => ?_⟩
   -- test the rule on the group average of `f`
-  have key := h ⟨average G f, average_mem hW f.2⟩ (fun g => average_invariant g f)
+  have key := h ⟨average G f, average_mem hW f.2⟩
+    (fun g => average_invariant g (f : X → ℝ))
   exact (rule_average hr f).symm.trans (key.trans (functional_average hW hI f))
 
```
